# The transformed Hamiltonian G(t) = exp(tS) H₀ exp(−tS) obeys dG/dt = [S, G]

Take a Hamiltonian H₀ on a finite-dimensional state space, given as a diagonal complex matrix with real energies, and set G(t) = exp(tS) H₀ exp(−tS) for real t. The theorem `rotated_hasDerivAt` states that G has derivative SG(t) − G(t)S at every t. The generator S is any fixed complex matrix; it need not be anti-Hermitian, so the transformation need not be unitary. The attempt differentiates the two exponentials, combines them by the product rule, and then tries to match the result to the commutator by replacing the exponentials with letters and calling `noncomm_ring`.

The first attempt, which Lean rejects:

```lean
import Mathlib

open scoped Matrix Matrix.Norms.Operator ComplexConjugate

namespace RotatedHasDerivAt

noncomputable section

variable {n : Type*} [Fintype n] [DecidableEq n]

/-- The unperturbed Hamiltonian, diagonal with real energies `E`. -/
def H0 (E : n → ℝ) : Matrix n n ℂ := Matrix.diagonal fun i => (E i : ℂ)

/-- The gauge-transformed Hamiltonian `exp(tS) H0 exp(-tS)`. -/
def rotated (E : n → ℝ) (S : Matrix n n ℂ) (t : ℝ) : Matrix n n ℂ :=
  NormedSpace.exp (t • S) * H0 E * NormedSpace.exp (t • (-S))

/-- The gauge-transformed Hamiltonian `G` obeys the flow equation `dG/dt = [S, G]`. -/
theorem rotated_hasDerivAt (E : n → ℝ) (S : Matrix n n ℂ) (t : ℝ) :
    HasDerivAt (rotated E S) (S * rotated E S t - rotated E S t * S) t := by
  have h1 := hasDerivAt_exp_smul_const' S t
  have h2 := hasDerivAt_exp_smul_const (-S) t
  have h := (h1.mul_const (H0 E)).mul h2
  refine h.congr_deriv ?_
  simp only [rotated]
  generalize NormedSpace.exp (t • S) = e
  generalize NormedSpace.exp (t • (-S)) = f
  noncomm_ring

end

end RotatedHasDerivAt
```

Lean reports:

```
Main.lean:20:74: error: unsolved goals
n : Type u_1
inst✝¹ : Fintype n
inst✝ : DecidableEq n
E : n → ℝ
S : Matrix n n ℂ
t : ℝ
h1 : HasDerivAt (fun u => NormedSpace.exp (u • S)) (S * NormedSpace.exp (t • S)) t
h2 : HasDerivAt (fun u => NormedSpace.exp (u • -S)) (NormedSpace.exp (t • -S) * -S) t
h :
  HasDerivAt ((fun y => NormedSpace.exp (y • S) * H0 E) * fun u => NormedSpace.exp (u • -S))
    (S * NormedSpace.exp (t • S) * H0 E * NormedSpace.exp (t • -S) +
      NormedSpace.exp (t • S) * H0 E * (NormedSpace.exp (t • -S) * -S))
    t
e f : Matrix n n ℂ
⊢ S * (NormedSpace.exp (t • S) * (H0 E * NormedSpace.exp (t • -1 • S))) +
      -1 • (NormedSpace.exp (t • S) * (H0 E * (NormedSpace.exp (t • -1 • S) * S))) =
    S * (e * (H0 E * f)) + -1 • (e * (H0 E * (f * S)))
```

Diagnosis. The one error is an unsolved goal left by `noncomm_ring`. On its right side the exponentials have become `e` and `f`, but on its left side they are still written out. The two `generalize` calls thus caught the exponentials that came from unfolding `rotated` and missed those that came from the derivative lemmas. The two kinds print alike but differ in arguments Lean does not display, and `generalize` did not recognise them as the same. `noncomm_ring` then had to treat `e` and the written-out exponential as unrelated, so it could not close the goal. Its rewriting of `-S` as `-1 • S` inside the exponentials is a side effect.

The repair proves the algebraic identity first, as `key`, for arbitrary matrices `e` and `f`. There each letter is the same on both sides, and `noncomm_ring` succeeds. `exact key _ _` then applies the identity to the real goal. This step only needs the two sides to agree by definition, and Lean can unfold the hidden arguments far enough to see that they do. The `generalize` lines are no longer needed.

After these edits no error is left:

```diff
@@ -22,9 +22,12 @@
   have h2 := hasDerivAt_exp_smul_const (-S) t
   have h := (h1.mul_const (H0 E)).mul h2
+  -- the product rule gives the commutator, whatever the two exponentials are
+  have key : ∀ e f : Matrix n n ℂ,
+      S * e * H0 E * f + e * H0 E * (f * -S) = S * (e * H0 E * f) - e * H0 E * f * S := by
+    intro e f
+    noncomm_ring
   refine h.congr_deriv ?_
   simp only [rotated]
-  generalize NormedSpace.exp (t • S) = e
-  generalize NormedSpace.exp (t • (-S)) = f
-  noncomm_ring
+  exact key _ _
 
 end
```
